# A Cholesky step at a positive pivot keeps a positive semidefinite matrix positive semidefinite and lowers its trace by at least the pivot

The overlap matrix is taken to be a complex positive semidefinite matrix S over a finite index set, not necessarily positive definite, so linearly dependent basis functions are allowed. Diagonal entries and traces are then complex numbers in Lean, and the pivot condition and the trace bounds are stated for their real parts.

```lean
import Mathlib

open scoped Matrix ComplexOrder InnerProductSpace ComplexConjugate

namespace PivotedCholesky

noncomputable section

variable {n : Type*}

/-- One pivoted Cholesky step at pivot `p`: `S'_ij = S_ij - S_ip S_pj / S_pp`. -/
def pivotStep (S : Matrix n n ℂ) (p : n) : Matrix n n ℂ :=
  Matrix.of fun i j => S i j - S i p * S p j / S p p

/-- The coefficient matrix `P_ij = δ_ij - δ_ip S_pj / S_pp`. -/
def deflator [DecidableEq n] (S : Matrix n n ℂ) (p : n) : Matrix n n ℂ :=
  Matrix.of fun i j => (if i = j then 1 else 0) - (if i = p then S p j / S p p else 0)

/-- The Cholesky column of pivot `p`: `L_i = S_ip / √(Re S_pp)`. -/
def cholCol (S : Matrix n n ℂ) (p : n) (i : n) : ℂ :=
  S i p / ((Real.sqrt (S p p).re : ℝ) : ℂ)

/-- For a nonzero pivot, row `p` and column `p` of `S'` vanish. -/
theorem pivotStep_row_col (S : Matrix n n ℂ) (p : n) (hp : S p p ≠ 0) (j : n) :
    pivotStep S p p j = 0 ∧ pivotStep S p j p = 0 := by
  have h1 : S p p * S p j / S p p = S p j := by field_simp
  have h2 : S j p * S p p / S p p = S j p := by field_simp
  constructor
  · simp only [pivotStep, Matrix.of_apply, h1, sub_self]
  · simp only [pivotStep, Matrix.of_apply, h2, sub_self]

/-- For a nonzero pivot, `S' = Pᴴ S P`, and column `p` of `P` vanishes. -/
theorem pivotStep_eq_congruence [Fintype n] [DecidableEq n] (S : Matrix n n ℂ) (p : n)
    (hp : S p p ≠ 0) :
    pivotStep S p = (deflator S p)ᴴ * S * deflator S p ∧ ∀ i, deflator S p i p = 0 := by
  -- the right factor already produces S'
  have h1 : S * deflator S p = pivotStep S p := by
    ext i j
    simp only [Matrix.mul_apply, deflator, pivotStep, Matrix.of_apply, mul_sub,
      Finset.sum_sub_distrib, mul_ite, mul_one, mul_zero, Finset.sum_ite_eq',
      Finset.mem_univ, if_true]
    ring
  -- the left factor leaves S' unchanged, since row p of S' is zero
  have h2 : (deflator S p)ᴴ * pivotStep S p = pivotStep S p := by
    ext i j
    have hterm : ∀ k, (deflator S p)ᴴ i k * pivotStep S p k j
        = if k = i then pivotStep S p k j else 0 := by
      intro k
      by_cases hk : k = p
      · rw [hk, (pivotStep_row_col S p hp j).1]
        simp
      · by_cases hi : k = i
        · subst hi
          simp [deflator, hk]
        · simp [deflator, hk, hi]
    rw [Matrix.mul_apply, Finset.sum_congr rfl (fun k _ => hterm k)]
    simp
  refine ⟨by rw [Matrix.mul_assoc, h1, h2], fun i => ?_⟩
  by_cases h : i = p
  · simp [deflator, h, div_self hp]
  · simp [deflator, h]

/-- For Hermitian `S` and a nonzero pivot,
`S_pp (tr S - S_pp - tr S') = ∑_{i ≠ p} |S_ip|²`, written with real parts. -/
theorem trace_deficit [Fintype n] [DecidableEq n] (S : Matrix n n ℂ) (hS : S.IsHermitian)
    (p : n) (hp : S p p ≠ 0) :
    (S p p).re * (S.trace.re - (S p p).re - (pivotStep S p).trace.re)
      = ∑ i ∈ Finset.univ.erase p, ‖S i p‖ ^ 2 := by
  have him : (S p p).im = 0 := Complex.conj_eq_iff_im.mp (hS.apply p p)
  -- each diagonal element drops by |S_ip|² / S_pp
  have hc : S p p * (S.trace - (pivotStep S p).trace) = ∑ i, ((‖S i p‖ ^ 2 : ℝ) : ℂ) := by
    simp only [Matrix.trace, Matrix.diag_apply, pivotStep, Matrix.of_apply]
    rw [← Finset.sum_sub_distrib, Finset.mul_sum]
    refine Finset.sum_congr rfl fun i _ => ?_
    have h : S i p * S p i = ((‖S i p‖ ^ 2 : ℝ) : ℂ) := by
      rw [← hS.apply p i, ← Complex.normSq_eq_norm_sq]
      exact Complex.mul_conj _
    have e : S p p * (S i p * S p i / S p p) = S i p * S p i := by field_simp
    rw [← h]
    linear_combination e
  have key := congrArg Complex.re hc
  rw [Complex.mul_re, him, zero_mul, sub_zero, Complex.sub_re, Complex.re_sum] at key
  simp only [Complex.ofReal_re] at key
  -- split off the term i = p
  have hsplit : ‖S p p‖ ^ 2 + ∑ i ∈ Finset.univ.erase p, ‖S i p‖ ^ 2 = ∑ i, ‖S i p‖ ^ 2 :=
    Finset.add_sum_erase Finset.univ (fun i => ‖S i p‖ ^ 2) (Finset.mem_univ p)
  have hn : ‖S p p‖ ^ 2 = (S p p).re ^ 2 := by
    rw [Complex.sq_norm, Complex.normSq_apply, him]
    ring
  linear_combination key - hsplit + hn

/-- Pivoted Cholesky step: for positive semidefinite `S` with `S_pp > 0`, the matrix `S'` is
positive semidefinite, has zero row and column `p`, and `tr S' ≤ tr S - S_pp`, `tr S' < tr S`. -/
theorem pivoted_cholesky_step [Fintype n] (S : Matrix n n ℂ) (hS : S.PosSemidef) (p : n)
    (hp : 0 < (S p p).re) :
    (pivotStep S p).PosSemidef
      ∧ (∀ j, pivotStep S p p j = 0 ∧ pivotStep S p j p = 0)
      ∧ (pivotStep S p).trace.re ≤ S.trace.re - (S p p).re
      ∧ (pivotStep S p).trace.re < S.trace.re := by
  classical
  have hp0 : S p p ≠ 0 := fun h => by
    rw [h] at hp
    simp at hp
  have htr : (pivotStep S p).trace.re ≤ S.trace.re - (S p p).re := by
    have hd := trace_deficit S hS.1 p hp0
    have hnn : 0 ≤ ∑ i ∈ Finset.univ.erase p, ‖S i p‖ ^ 2 :=
      Finset.sum_nonneg fun i _ => sq_nonneg _
    by_contra hneg
    have hx : S.trace.re - (S p p).re - (pivotStep S p).trace.re < 0 := by
      linarith [not_le.mp hneg]
    have hlt := mul_neg_of_pos_of_neg hp hx
    linarith
  refine ⟨?_, pivotStep_row_col S p hp0, htr, by linarith⟩
  -- a congruence preserves positive semidefiniteness
  rw [(pivotStep_eq_congruence S p hp0).1]
  exact hS.conjTranspose_mul_mul_same _

/-- For Hermitian `S` and a nonzero pivot, `tr S' = tr S - S_pp` (real parts) holds exactly
when all off-diagonal elements `S_ip`, `i ≠ p`, vanish. -/
theorem trace_eq_iff [Fintype n] (S : Matrix n n ℂ) (hS : S.IsHermitian) (p : n)
    (hp : S p p ≠ 0) :
    (pivotStep S p).trace.re = S.trace.re - (S p p).re ↔ ∀ i, i ≠ p → S i p = 0 := by
  classical
  have hd := trace_deficit S hS p hp
  have him : (S p p).im = 0 := Complex.conj_eq_iff_im.mp (hS.apply p p)
  have hre : (S p p).re ≠ 0 := fun h => hp (Complex.ext h him)
  constructor
  · intro h i hi
    rw [h, sub_self, mul_zero] at hd
    have hall := (Finset.sum_eq_zero_iff_of_nonneg
      (fun k _ => sq_nonneg ‖S k p‖)).mp hd.symm
    have hi0 : ‖S i p‖ ^ 2 = 0 := hall i (Finset.mem_erase.mpr ⟨hi, Finset.mem_univ i⟩)
    exact norm_eq_zero.mp ((pow_eq_zero_iff two_ne_zero).mp hi0)
  · intro h
    have hz : ∑ i ∈ Finset.univ.erase p, ‖S i p‖ ^ 2 = 0 :=
      Finset.sum_eq_zero fun i hi => by
        rw [h i (Finset.mem_erase.mp hi).1]
        simp
    rw [hz] at hd
    have hx := (mul_eq_zero.mp hd).resolve_left hre
    linarith

/-- For Hermitian `S` with `S_pp > 0`, `S_ij = S'_ij + L_i L_j^*` with the Cholesky column `L`,
whose pivot entry is `√S_pp` and nonzero. -/
theorem cholesky_column (S : Matrix n n ℂ) (hS : S.IsHermitian) (p : n)
    (hp : 0 < (S p p).re) :
    (∀ i j, S i j = pivotStep S p i j + cholCol S p i * conj (cholCol S p j))
      ∧ cholCol S p p = ((Real.sqrt (S p p).re : ℝ) : ℂ) ∧ cholCol S p p ≠ 0 := by
  have hd : (((S p p).re : ℝ) : ℂ) = S p p := Complex.conj_eq_iff_re.mp (hS.apply p p)
  have hr : ((Real.sqrt (S p p).re : ℝ) : ℂ) * ((Real.sqrt (S p p).re : ℝ) : ℂ) = S p p := by
    rw [← Complex.ofReal_mul, Real.mul_self_sqrt hp.le]
    exact hd
  have hr0 : ((Real.sqrt (S p p).re : ℝ) : ℂ) ≠ 0 :=
    Complex.ofReal_ne_zero.mpr (Real.sqrt_pos.mpr hp).ne'
  have hL : cholCol S p p = ((Real.sqrt (S p p).re : ℝ) : ℂ) := by
    rw [cholCol, div_eq_iff hr0]
    exact hr.symm
  refine ⟨fun i j => ?_, hL, by rw [hL]; exact hr0⟩
  have hc : conj (S j p) = S p j := hS.apply p j
  simp only [cholCol, pivotStep, Matrix.of_apply]
  rw [map_div₀, hc, Complex.conj_ofReal, div_mul_div_comm, hr]
  ring

variable {E : Type*} [NormedAddCommGroup E] [InnerProductSpace ℂ E]

/-- The overlap matrix `S_ij = ⟨χ_i|χ_j⟩` of a family of functions. -/
def overlap (χ : n → E) : Matrix n n ℂ :=
  Matrix.of fun i j => ⟪χ i, χ j⟫_ℂ

/-- The function `v / ‖v‖`. -/
def unitVec (v : E) : E := ((‖v‖ : ℝ) : ℂ)⁻¹ • v

/-- Gram-Schmidt form of the step: for `χ_p ≠ 0`, `u = χ_p / ‖χ_p‖` has norm one and the
overlap matrix of the functions `χ_i - ⟨u|χ_i⟩ u` is `S'`. -/
theorem overlap_gramSchmidt (χ : n → E) (p : n) (hp : χ p ≠ 0) :
    ‖unitVec (χ p)‖ = 1
      ∧ overlap (fun i => χ i - ⟪unitVec (χ p), χ i⟫_ℂ • unitVec (χ p))
        = pivotStep (overlap χ) p := by
  have hN : ‖χ p‖ ≠ 0 := norm_ne_zero_iff.mpr hp
  have hNc : ((‖χ p‖ : ℝ) : ℂ) ≠ 0 := Complex.ofReal_ne_zero.mpr hN
  have ht : ((‖χ p‖ : ℝ) : ℂ)⁻¹ * ((‖χ p‖ : ℝ) : ℂ) = 1 := inv_mul_cancel₀ hNc
  have hpp : ⟪χ p, χ p⟫_ℂ = ((‖χ p‖ : ℝ) : ℂ) ^ 2 := inner_self_eq_norm_sq_to_K (χ p)
  constructor
  · rw [unitVec, norm_smul, norm_inv, Complex.norm_real, norm_norm, inv_mul_cancel₀ hN]
  · ext i j
    -- expand the four terms of the inner product
    simp only [overlap, pivotStep, unitVec, Matrix.of_apply, inner_sub_left, inner_sub_right,
      inner_smul_left, inner_smul_right, inner_conj_symm, map_mul, map_inv₀,
      Complex.conj_ofReal, hpp]
    linear_combination (⟪χ i, χ p⟫_ℂ * ⟪χ p, χ j⟫_ℂ * ((‖χ p‖ : ℝ) : ℂ)⁻¹ ^ 2
      * (((‖χ p‖ : ℝ) : ℂ)⁻¹ * ((‖χ p‖ : ℝ) : ℂ) + 1)) * ht

/-- The residual matrix after Cholesky steps at the listed pivots, taken in order. -/
def residualMatrix : Matrix n n ℂ → List n → Matrix n n ℂ
  | S, [] => S
  | S, p :: l => residualMatrix (pivotStep S p) l

/-- A list of pivots is admissible if each pivot element is positive when it is used. -/
def Admissible : Matrix n n ℂ → List n → Prop
  | _, [] => True
  | S, p :: l => 0 < (S p p).re ∧ Admissible (pivotStep S p) l

/-- The sum of the pivot elements met along a list of pivots. -/
def pivotSum : Matrix n n ℂ → List n → ℝ
  | _, [] => 0
  | S, p :: l => (S p p).re + pivotSum (pivotStep S p) l

/-- An index whose row and column vanish is not among admissible pivots, and its row and
column vanish in the residual matrix. -/
theorem zero_row_col_persists (q : n) (l : List n) (S : Matrix n n ℂ) (hA : Admissible S l)
    (hq : ∀ j, S q j = 0 ∧ S j q = 0) :
    q ∉ l ∧ ∀ j, residualMatrix S l q j = 0 ∧ residualMatrix S l j q = 0 := by
  induction l generalizing S with
  | nil => exact ⟨by simp, hq⟩
  | cons p l ih =>
    have hA2 : 0 < (S p p).re ∧ Admissible (pivotStep S p) l := hA
    obtain ⟨hp, hA'⟩ := hA2
    have hq' : ∀ j, pivotStep S p q j = 0 ∧ pivotStep S p j q = 0 := fun j => by
      simp [pivotStep, (hq j).1, (hq j).2, (hq p).1, (hq p).2]
    obtain ⟨h1, h2⟩ := ih (pivotStep S p) hA' hq'
    refine ⟨fun hm => ?_, h2⟩
    rcases List.mem_cons.mp hm with h | h
    · rw [← h, (hq q).1] at hp
      simp at hp
    · exact h1 h

/-- For positive semidefinite `S` and admissible pivots, the residual matrix is positive
semidefinite with zero rows and columns at all pivots, its trace is at most `tr S` minus the
sum of the pivot elements, and no pivot occurs twice. -/
theorem pivoted_cholesky_iterated [Fintype n] (l : List n) (S : Matrix n n ℂ)
    (hS : S.PosSemidef) (hA : Admissible S l) :
    (residualMatrix S l).PosSemidef
      ∧ (∀ q ∈ l, ∀ j, residualMatrix S l q j = 0 ∧ residualMatrix S l j q = 0)
      ∧ (residualMatrix S l).trace.re ≤ S.trace.re - pivotSum S l
      ∧ l.Nodup := by
  induction l generalizing S with
  | nil => exact ⟨hS, by simp, by simp [residualMatrix, pivotSum], List.nodup_nil⟩
  | cons p l ih =>
    have hA2 : 0 < (S p p).re ∧ Admissible (pivotStep S p) l := hA
    obtain ⟨hp, hA'⟩ := hA2
    obtain ⟨hpsd, hzero, htr, -⟩ := pivoted_cholesky_step S hS p hp
    obtain ⟨i1, i2, i3, i4⟩ := ih (pivotStep S p) hpsd hA'
    -- the row eliminated now stays eliminated
    obtain ⟨hnot, hkeep⟩ := zero_row_col_persists p l (pivotStep S p) hA' hzero
    refine ⟨i1, fun q hq => ?_, ?_, List.nodup_cons.mpr ⟨hnot, i4⟩⟩
    · rcases List.mem_cons.mp hq with h | h
      · rw [h]
        exact hkeep
      · exact i2 q h
    · show (residualMatrix (pivotStep S p) l).trace.re
        ≤ S.trace.re - ((S p p).re + pivotSum (pivotStep S p) l)
      linarith

/-- The overlap matrix with rows `(1, 1)` and `(1, 2)`. -/
def exampleOverlap : Matrix (Fin 2) (Fin 2) ℂ := !![1, 1; 1, 2]

/-- `exampleOverlap` is positive semidefinite, the pivots `0, 1` are admissible for it, and
the step at pivot `0` gives `diag(0, 1)`. -/
theorem pivoted_cholesky_witness :
    exampleOverlap.PosSemidef ∧ Admissible exampleOverlap [0, 1]
      ∧ pivotStep exampleOverlap 0 = !![0, 0; 0, 1] := by
  have h1 : pivotStep exampleOverlap 0 = !![0, 0; 0, 1] := by
    ext i j
    fin_cases i <;> fin_cases j <;> simp [pivotStep, exampleOverlap]
    norm_num
  have h2 : exampleOverlap
      = (!![1, 1; 0, 1] : Matrix (Fin 2) (Fin 2) ℂ)ᴴ * !![1, 1; 0, 1] := by
    ext i j
    fin_cases i <;> fin_cases j <;>
      simp [exampleOverlap, Matrix.mul_apply, Fin.sum_univ_succ]
    norm_num
  refine ⟨?_, ?_, h1⟩
  · rw [h2]
    exact Matrix.posSemidef_conjTranspose_mul_self _
  · show 0 < (exampleOverlap 0 0).re ∧ 0 < (pivotStep exampleOverlap 0 1 1).re ∧ True
    rw [h1]
    simp [exampleOverlap]

end

end PivotedCholesky
```

```lean
#print axioms PivotedCholesky.pivoted_cholesky_step
-- 'PivotedCholesky.pivoted_cholesky_step' depends on axioms: [propext, Classical.choice, Quot.sound]
#print axioms PivotedCholesky.cholesky_column
-- 'PivotedCholesky.cholesky_column' depends on axioms: [propext, Classical.choice, Quot.sound]
#print axioms PivotedCholesky.overlap_gramSchmidt
-- 'PivotedCholesky.overlap_gramSchmidt' depends on axioms: [propext, Classical.choice, Quot.sound]
#print axioms PivotedCholesky.pivoted_cholesky_iterated
-- 'PivotedCholesky.pivoted_cholesky_iterated' depends on axioms: [propext, Classical.choice, Quot.sound]
```

## What one step does

The main theorem, `pivoted_cholesky_step`, concerns the matrix `pivotStep S p`,

S'_ij = S_ij − S_ip S_pj / S_pp.

The hypothesis `S.PosSemidef` says that S is Hermitian and x†Sx ≥ 0 for every vector x. The hypothesis `0 < (S p p).re` says that the pivot element is positive; for an overlap matrix S_ij = ⟨χ_i|χ_j⟩ of functions χ_i this means χ_p ≠ 0. The conclusions are that S' is positive semidefinite, that its row and column p vanish, and that tr S' ≤ tr S − S_pp, hence tr S' < tr S.

The zero row is a cancellation, S'_pj = S_pj − S_pp S_pj / S_pp = 0, and the column is the same. For positivity, let

P_ij = δ_ij − δ_ip S_pj / S_pp,

which is `deflator`. Multiplying out gives

(SP)_ij = S_ij − S_ip S_pj / S_pp = S'_ij.

In (P†S')_ij = Σ_k P_ki* S'_kj the term k = p drops out because S'_pj = 0, and for k ≠ p we have P_ki = δ_ki. Hence P†S' = S', so S' = P†SP and

x†S'x = (Px)†S(Px) ≥ 0.

`pivotStep_eq_congruence` proves these two products as `h1` and `h2`; Mathlib's `conjTranspose_mul_mul_same` then supplies the positivity.

For the trace, S is Hermitian, so S_ip S_pi = |S_ip|² and S_pp is real. Therefore

tr S − tr S' = Σ_i |S_ip|² / S_pp = S_pp + Σ_{i≠p} |S_ip|² / S_pp.

The last sum is nonnegative, which is the bound. `trace_deficit` states this identity multiplied by S_pp, with `hsplit` separating the term i = p. `trace_eq_iff` adds that equality holds exactly when S_ip = 0 for all i ≠ p, that is, when χ_p is already orthogonal to the other functions.

## The Cholesky column and Gram-Schmidt

With L_i = S_ip / √S_pp, the subtracted term is L_i L_j*, so S = S' + LL† and L_p = √S_pp. This is `cholesky_column`.

If S_ij = ⟨χ_i|χ_j⟩ and u = χ_p / ‖χ_p‖, projecting u out of every function gives the overlaps

⟨χ_i|χ_j⟩ − 2⟨χ_i|u⟩⟨u|χ_j⟩ + ⟨χ_i|u⟩⟨u|u⟩⟨u|χ_j⟩ = S_ij − S_ip S_pj / S_pp,

because ⟨u|u⟩ = 1 and ‖χ_p‖² = S_pp. `overlap_gramSchmidt` proves this in any complex inner product space: a Cholesky step on S is a Gram-Schmidt step on the functions.

## Repeated steps

`Admissible S l` requires each pivot in the list l to be positive when its turn comes. `pivoted_cholesky_iterated` follows by induction on the list. The residual stays positive semidefinite, and its trace is at most tr S minus the sum of the pivots used. By `zero_row_col_persists`, an eliminated row stays zero, so its index cannot be a positive pivot again and no pivot repeats.

In electronic structure, such steps can select linearly independent functions from a finite, nearly dependent basis; the theorems describe the steps in exact arithmetic and do not state the linear independence of the selected functions. They do not require the largest pivot to be chosen, and they treat neither rounding nor a stopping threshold.

## Two functions by hand

`exampleOverlap` has rows (1, 1) and (1, 2), with indices 0 and 1. At pivot 0 the column is L = (1, 1), and S' = diag(0, 1). The trace falls from 3 to 1, below the bound 3 − 1 = 2; the extra drop is |S_10|² / S_00 = 1. Pivot 1 then leaves the zero matrix.

The second function here has norm √2. With both functions normalised, the overlap is 1/√2, and the step leaves S'_11 = 1 − 1/2 = 1/2.

## The Cauchy-Schwarz inequality from the same step

A positive semidefinite matrix has a nonnegative diagonal. For S_pp > 0, applying this by hand to S' gives

0 ≤ S'_ii = S_ii − |S_ip|² / S_pp,

which is |S_ip|² ≤ S_ii S_pp, the Cauchy-Schwarz inequality for overlaps. If S_pp = 0, then χ_p = 0 and both sides are zero. The file does not state this corollary.
